# The half-shifted $N$-point mesh average of a $C^2$ function with $|g''| \le M$ on $[0,1]$ is within $M/(24N^2)$ of its integral

## One sampling point

Let $g(k)$ be a real function of the reduced wave vector $k$ of a one-dimensional crystal, with the zone rescaled to $0 \le k \le 1$. Replace the zone integral $\int_0^1 g\,dk$ by a single value $g(s)$. For $g(k) = k$ the integral is $1/2$ and the sample is $s$, so the error is $1/2 - s$, which vanishes only at $s = 1/2$. At that point the slope does no harm, because what the line gains on the right of the centre it loses on the left. For $g(k) = k^2$ the integral is $1/3$ and the central sample is $1/4$, so an error of $1/12$ remains. This parabola has $g'' = 2$, and $1/12 = 2/24$. For a function of constant curvature, central sampling removes the slope and leaves the curvature divided by 24.

## The mesh and its error

With $N \ge 1$ points and a shift $s$ in units of the spacing $1/N$, the mesh is $k_r = (r+s)/N$ for $r = 0, \dots, N-1$. The equal-weight average and the sampling error are
$$A_{N,s}[g] = \frac1N \sum_{r=0}^{N-1} g\!\left(\frac{r+s}{N}\right), \qquad E_{N,s}[g] = \int_0^1 g\,dk - A_{N,s}[g].$$
For $s = 1/2$ each point is the centre of its cell $[r/N, (r+1)/N]$, and $A_{N,1/2}$ is the composite midpoint rule.

**Theorem.** Let $g$ be twice continuously differentiable on the real line, let $|g''(k)| \le M$ for $k \in [0,1]$, and let $N \ge 1$. Then
$$\left| A_{N,1/2}[g] - \int_0^1 g\,dk \right| \le \frac{M}{24 N^2}.$$

It follows from a signed version: if $g$ is twice differentiable and real numbers $m$, $M$ satisfy $m \le g'' \le M$ on $[0,1]$, then $m/(24N^2) \le E_{N,1/2}[g] \le M/(24N^2)$. The constant $M$ limits how strongly $g$ bends inside the zone; for a band energy, $g''$ is proportional to the inverse effective mass, so the smallest admissible $M$ is proportional to the reciprocal of the smallest effective mass, in magnitude, along the band: the lighter the mass, the larger $M$. For a one-dimensional zone and a $C^2$ integrand, such as a given smooth isolated band or a smoothly smeared occupation of one at a fixed chemical potential, the theorem turns a known curvature bound into a guaranteed upper limit on the error of the $k$-point average. Such integrands are periodic over the zone, and for them this limit is a guarantee, not the actual rate of convergence.

## With nonnegative curvature the half-shifted mesh never overestimates

Suppose $g'' \ge 0$ on $[a,b]$, so that $g'$ is nondecreasing there, and take $c, x \in [a,b]$. For $x > c$ the mean value theorem gives a point $y$ between them with $g(x) - g(c) = g'(y)(x-c) \ge g'(c)(x-c)$. For $x < c$ it gives $g(c) - g(x) = g'(y)(c-x) \le g'(c)(c-x)$. With the trivial case $x = c$, the function lies above its tangent:
$$g(c) + g'(c)(x-c) \le g(x).$$

Choose $c = (a+b)/2$ and integrate over $[a,b]$. The slope term gives $\tfrac12 g'(c)\,[(b-c)^2 - (a-c)^2] = 0$, since $b - c = c - a$. Hence
$$(b-a)\, g\!\left(\tfrac{a+b}{2}\right) \le \int_a^b g\,dx.$$

Now let $g'' \ge 0$ on $[0,1]$. The cell $[r/N, (r+1)/N]$ has width $1/N$ and centre $(r + 1/2)/N = k_r$, so $g(k_r)/N$ is at most the cell integral. The cells tile the zone, and the sum over $r$ gives $A_{N,1/2}[g] \le \int_0^1 g\,dk$, that is $E_{N,1/2}[g] \ge 0$. A smooth periodic band has $g'' \ge 0$ on the whole zone only if it is flat, so this inequality serves as a step of the proof and not as a rule for band energies.

## Exact errors for the line and the parabola

For $g(k) = k$ the sum $\sum_{r<N} (r+s) = N(N-1)/2 + Ns$ gives $A_{N,s} = ((N-1)/2 + s)/N$, so
$$E_{N,s}[k] = \frac12 - \frac{N-1}{2N} - \frac{s}{N} = \frac{1/2 - s}{N}.$$
Any shift other than $1/2$ leaves an error of order $1/N$ on this function. The line is a test function and not a band quantity, since it is not periodic over the zone. For a continuously differentiable $g$ the $1/N$ term of the error is $(1/2 - s)\,(g(1) - g(0))/N$, which vanishes at every shift when $g$ is periodic; the file below does not prove this general statement.

For $g(k) = k^2$ one needs $\sum_{r<n} (r+\tfrac12)^2 = n(4n^2-1)/12$ for natural numbers $n$. Both sides vanish at $n = 0$, and raising $n$ by one increases the right side by $(12n^2 + 12n + 3)/12 = (n + \tfrac12)^2$, which is the new term on the left. Setting $n = N$ and dividing by $N^3$ gives $A_{N,1/2} = 1/3 - 1/(12N^2)$, so
$$E_{N,1/2}[k^2] = \frac{1}{12N^2}.$$
At $N = 1$ these formulas return $1/2 - s$ and $1/12$.

## Comparison with a parabola

Integral and average are both linear, so $E[\alpha f + \beta g] = \alpha E[f] + \beta E[g]$ for continuous $f$, $g$ and real $\alpha$, $\beta$, where $E$ abbreviates $E_{N,1/2}$. Let $m \le g'' \le M$ on $[0,1]$. The function $g - mk^2/2$ has second derivative $g'' - m \ge 0$, so
$$0 \le E[g] - \frac m2 \cdot \frac{1}{12N^2}.$$
The function $Mk^2/2 - g$ has second derivative $M - g'' \ge 0$, so
$$0 \le \frac M2 \cdot \frac{1}{12N^2} - E[g].$$
These two lines are the signed bound. The condition $|g''| \le M$ is the case $m = -M$, which gives $|E[g]| \le M/(24N^2)$. The parabola $k^2$ with $M = 2$ has error $1/(12N^2) = 2/(24N^2)$, so equality occurs for every $N$ and no constant below $1/24$ works for the whole class of functions.

## The theorems as Lean states them

`meshAverage g N s` is $A_{N,s}[g]$, with `Finset.range N` supplying $r = 0, \dots, N-1$, and `samplingError g N s` is $E_{N,s}[g]$, integral minus average. The function has type `ℝ → ℝ`, the zone is fixed as $[0,1]$, written `Icc (0 : ℝ) 1`, and its unit length makes the integral equal to the zone average.

In `midpoint_curvature_bound`, `ContDiff ℝ 2 g` says that $g$ is twice continuously differentiable on the whole real line, while `hM` bounds `|deriv (deriv g) x|` by $M$ only for $x$ in $[0,1]$. The value of $M$ is an input and is not derived from a Hamiltonian. The hypothesis `1 ≤ N` excludes the empty mesh, for which Lean's division by zero would set both the average and the bound to zero. The conclusion is the displayed inequality.

In `samplingError_two_sided` the derivatives are named functions: `h1` says that `g1 x` is the derivative of $g$ at every $x$, and `h2` says that `g2 x` is the derivative of `g1`. Continuity of `g2` is not required, and $m$, $M$ may have either sign. `midpoint_curvature_bound_sharp` states three things about $k^2$: it is $C^2$, its second derivative is $2$ everywhere, and the absolute error is exactly $2/(24N^2)$.

The setting is one-dimensional, with equal weights and no symmetry reduction. A sharp Fermi step or a kink at a band crossing violates the smoothness hypothesis. Periodicity of $g$ is neither assumed nor used, and the extremal function $k^2$ is not periodic, so sharpness refers to general $C^2$ functions. A smooth periodic integrand is expected to converge faster than $1/N^2$, a matter on which the file below proves nothing.

## The Lean file

```lean
import Mathlib

open Set MeasureTheory

namespace HalfShiftedMesh

noncomputable section

/-- Equal-weight average of `g` over the `N`-point mesh `k_r = (r + s) / N`, `r < N`,
with shift `s` in units of the mesh spacing. -/
def meshAverage (g : ℝ → ℝ) (N : ℕ) (s : ℝ) : ℝ :=
  (∑ r ∈ Finset.range N, g (((r : ℝ) + s) / N)) / N

/-- Sampling error: the integral of `g` over the reduced zone `[0,1]` minus the mesh average. -/
def samplingError (g : ℝ → ℝ) (N : ℕ) (s : ℝ) : ℝ :=
  (∫ k in (0 : ℝ)..1, g k) - meshAverage g N s

/-- On an interval where `g'' ≥ 0`, the function `g` lies above its tangent at any point `c`
of the interval. -/
theorem tangent_le {g g1 g2 : ℝ → ℝ} (h1 : ∀ x, HasDerivAt g (g1 x) x)
    (h2 : ∀ x, HasDerivAt g1 (g2 x) x) {a b : ℝ} (hpos : ∀ x ∈ Icc a b, 0 ≤ g2 x)
    {c x : ℝ} (hc : c ∈ Icc a b) (hx : x ∈ Icc a b) :
    g c + g1 c * (x - c) ≤ g x := by
  -- the slope is monotone on the interval
  have mono : MonotoneOn g1 (Icc a b) := by
    apply monotoneOn_of_deriv_nonneg (convex_Icc a b)
    · exact fun y _ => (h2 y).continuousAt.continuousWithinAt
    · exact fun y _ => (h2 y).differentiableAt.differentiableWithinAt
    · intro y hy
      rw [(h2 y).deriv]
      exact hpos y (interior_subset hy)
  -- mean value theorem between c and x
  rcases lt_trichotomy c x with h | h | h
  · obtain ⟨y, hy, e⟩ := exists_hasDerivAt_eq_slope g g1 h
      (fun y _ => (h1 y).continuousAt.continuousWithinAt) (fun y _ => h1 y)
    have hm : g1 c ≤ g1 y :=
      mono hc ⟨by linarith [hc.1, hy.1], by linarith [hx.2, hy.2]⟩ hy.1.le
    rw [e, le_div_iff₀ (sub_pos.2 h)] at hm
    linarith
  · subst h
    simp
  · obtain ⟨y, hy, e⟩ := exists_hasDerivAt_eq_slope g g1 h
      (fun y _ => (h1 y).continuousAt.continuousWithinAt) (fun y _ => h1 y)
    have hm : g1 y ≤ g1 c :=
      mono ⟨by linarith [hx.1, hy.1], by linarith [hc.2, hy.2]⟩ hc hy.2.le
    rw [e, div_le_iff₀ (sub_pos.2 h)] at hm
    linarith

/-- On a cell `[a,b]` where `g'' ≥ 0`, the cell width times the value at the cell centre is at
most the integral of `g` over the cell. -/
theorem cell_midpoint_le {g g1 g2 : ℝ → ℝ} (h1 : ∀ x, HasDerivAt g (g1 x) x)
    (h2 : ∀ x, HasDerivAt g1 (g2 x) x) {a b : ℝ} (hab : a ≤ b)
    (hpos : ∀ x ∈ Icc a b, 0 ≤ g2 x) :
    (b - a) * g ((a + b) / 2) ≤ ∫ x in a..b, g x := by
  have hg : Continuous g := continuous_iff_continuousAt.2 fun x => (h1 x).continuousAt
  have hcont : ∀ A B c : ℝ, Continuous (fun x : ℝ => A + B * (x - c)) := by
    intro A B c
    fun_prop
  -- integral of a straight line
  have hline : ∀ A B c : ℝ, (∫ x in a..b, (A + B * (x - c))) =
      (A * b + B / 2 * ((b - c) * (b - c))) - (A * a + B / 2 * ((a - c) * (a - c))) := by
    intro A B c
    refine intervalIntegral.integral_eq_sub_of_hasDerivAt
      (f := fun x => A * x + B / 2 * ((x - c) * (x - c))) (fun x _ => ?_)
      ((hcont A B c).intervalIntegrable _ _)
    have hd := (hasDerivAt_id' x).sub_const c
    exact (((hasDerivAt_id' x).const_mul A).fun_add
      ((hd.fun_mul hd).const_mul (B / 2))).congr_deriv (by ring)
  have hc : (a + b) / 2 ∈ Icc a b := ⟨by linarith, by linarith⟩
  -- the slope term of the tangent at the centre integrates to zero
  calc (b - a) * g ((a + b) / 2)
      = ∫ x in a..b, (g ((a + b) / 2) + g1 ((a + b) / 2) * (x - (a + b) / 2)) := by
        rw [hline]; ring
    _ ≤ ∫ x in a..b, g x :=
        intervalIntegral.integral_mono_on hab ((hcont _ _ _).intervalIntegrable _ _)
          (hg.intervalIntegrable _ _) (fun x hx => tangent_le h1 h2 hpos hc hx)

/-- If `g'' ≥ 0` on `[0,1]`, the half-shifted mesh average does not exceed the zone integral. -/
theorem samplingError_nonneg {g g1 g2 : ℝ → ℝ} (h1 : ∀ x, HasDerivAt g (g1 x) x)
    (h2 : ∀ x, HasDerivAt g1 (g2 x) x) (hpos : ∀ x ∈ Icc (0 : ℝ) 1, 0 ≤ g2 x)
    {N : ℕ} (hN : 1 ≤ N) : 0 ≤ samplingError g N (1 / 2) := by
  have hN' : (0 : ℝ) < N := Nat.cast_pos.2 hN
  have hg : Continuous g := continuous_iff_continuousAt.2 fun x => (h1 x).continuousAt
  -- split the zone into N cells
  have hsum : ∑ k ∈ Finset.range N, (∫ x in ((k : ℝ) / N)..(((k : ℝ) + 1) / N), g x)
      = ∫ x in (0 : ℝ)..1, g x := by
    have h := intervalIntegral.sum_integral_adjacent_intervals (f := g) (μ := volume)
      (a := fun k : ℕ => (k : ℝ) / N) (n := N) (fun k _ => hg.intervalIntegrable _ _)
    simp only [Nat.cast_add, Nat.cast_one, Nat.cast_zero, zero_div, div_self hN'.ne'] at h
    exact h
  unfold samplingError meshAverage
  rw [sub_nonneg, ← hsum, Finset.sum_div]
  refine Finset.sum_le_sum fun k hk => ?_
  have hk' : (k : ℝ) + 1 ≤ N := by
    exact_mod_cast Nat.succ_le_of_lt (Finset.mem_range.1 hk)
  have hlo : (0 : ℝ) ≤ (k : ℝ) / N := by positivity
  have hhi : ((k : ℝ) + 1) / N ≤ 1 := (div_le_one hN').2 hk'
  have hab : (k : ℝ) / N ≤ ((k : ℝ) + 1) / N :=
    div_le_div_of_nonneg_right (by linarith) hN'.le
  have hcell := cell_midpoint_le h1 h2 hab
    (fun x hx => hpos x ⟨hlo.trans hx.1, hx.2.trans hhi⟩)
  -- the mesh point is the centre of its cell
  have e1 : ((k : ℝ) / N + ((k : ℝ) + 1) / N) / 2 = ((k : ℝ) + 1 / 2) / N := by ring
  rw [e1] at hcell
  refine le_trans (le_of_eq ?_) hcell
  ring

/-- The sampling error is linear in the sampled continuous function. -/
theorem samplingError_combination {f g : ℝ → ℝ} (hf : Continuous f) (hg : Continuous g)
    (α β : ℝ) (N : ℕ) (s : ℝ) :
    samplingError (fun x => α * f x + β * g x) N s
      = α * samplingError f N s + β * samplingError g N s := by
  simp only [samplingError, meshAverage]
  rw [intervalIntegral.integral_add ((hf.intervalIntegrable 0 1).const_mul α)
    ((hg.intervalIntegrable 0 1).const_mul β)]
  simp only [intervalIntegral.integral_const_mul, Finset.sum_add_distrib, ← Finset.mul_sum]
  ring

/-- For `g(k) = k` the mesh with shift `s` has sampling error `(1/2 - s) / N`. -/
theorem samplingError_linear {N : ℕ} (hN : 1 ≤ N) (s : ℝ) :
    samplingError (fun k => k) N s = (1 / 2 - s) / N := by
  have hN' : (N : ℝ) ≠ 0 := (Nat.cast_pos.2 hN).ne'
  have hs : ∀ n : ℕ, ∑ r ∈ Finset.range n, ((r : ℝ) + s) / N
      = ((n : ℝ) * (n - 1) / 2 + n * s) / N := by
    intro n
    induction n with
    | zero => simp
    | succ n ih => rw [Finset.sum_range_succ, ih]; push_cast; ring
  simp only [samplingError, meshAverage]
  rw [hs, integral_id]
  field_simp
  ring

/-- For the parabola `g(k) = k²` the half-shifted mesh has sampling error `1 / (12 N²)`. -/
theorem samplingError_parabola {N : ℕ} (hN : 1 ≤ N) :
    samplingError (fun k => k ^ 2) N (1 / 2) = 1 / (12 * (N : ℝ) ^ 2) := by
  have hN' : (N : ℝ) ≠ 0 := (Nat.cast_pos.2 hN).ne'
  have hs : ∀ n : ℕ, ∑ r ∈ Finset.range n, (((r : ℝ) + 1 / 2) / N) ^ 2
      = ((n : ℝ) * (4 * (n : ℝ) ^ 2 - 1) / 12) / (N : ℝ) ^ 2 := by
    intro n
    induction n with
    | zero => simp
    | succ n ih => rw [Finset.sum_range_succ, ih]; push_cast; ring
  have hI : (∫ x in (0 : ℝ)..1, x ^ 2) = 1 / 3 := by
    rw [integral_pow]; norm_num
  unfold samplingError meshAverage
  rw [hs, hI]
  field_simp
  ring

/-- Signed curvature bound: if `m ≤ g'' ≤ M` on `[0,1]`, the sampling error of the half-shifted
mesh lies between `m / (24 N²)` and `M / (24 N²)`. -/
theorem samplingError_two_sided {g g1 g2 : ℝ → ℝ} (h1 : ∀ x, HasDerivAt g (g1 x) x)
    (h2 : ∀ x, HasDerivAt g1 (g2 x) x) {m M : ℝ}
    (hb : ∀ x ∈ Icc (0 : ℝ) 1, m ≤ g2 x ∧ g2 x ≤ M) {N : ℕ} (hN : 1 ≤ N) :
    m / (24 * (N : ℝ) ^ 2) ≤ samplingError g N (1 / 2) ∧
      samplingError g N (1 / 2) ≤ M / (24 * (N : ℝ) ^ 2) := by
  have hg : Continuous g := continuous_iff_continuousAt.2 fun x => (h1 x).continuousAt
  have q1 : ∀ x : ℝ, HasDerivAt (fun k : ℝ => k ^ 2) (2 * x) x := fun x => by
    simpa using hasDerivAt_pow 2 x
  have q2 : ∀ x : ℝ, HasDerivAt (fun k : ℝ => 2 * k) 2 x := fun x =>
    ((hasDerivAt_id' x).const_mul 2).congr_deriv (mul_one _)
  -- compare g with a parabola so that the combination has nonnegative curvature
  have key : ∀ α β : ℝ, (∀ x ∈ Icc (0 : ℝ) 1, 0 ≤ α * g2 x + β * 2) →
      0 ≤ α * samplingError g N (1 / 2) + β * (1 / (12 * (N : ℝ) ^ 2)) := by
    intro α β hp
    have h := samplingError_nonneg (g := fun x => α * g x + β * x ^ 2)
      (g1 := fun x => α * g1 x + β * (2 * x)) (g2 := fun x => α * g2 x + β * 2)
      (fun x => ((h1 x).const_mul α).fun_add ((q1 x).const_mul β))
      (fun x => ((h2 x).const_mul α).fun_add ((q2 x).const_mul β)) hp hN
    have h' := h.trans_eq
      (samplingError_combination (g := fun k => k ^ 2) hg (continuous_pow 2) α β N (1 / 2))
    rwa [samplingError_parabola hN] at h'
  have e : ∀ c : ℝ, c / (24 * (N : ℝ) ^ 2) = c / 2 * (1 / (12 * (N : ℝ) ^ 2)) := fun c => by
    ring
  have hl := key 1 (-(m / 2)) (fun x hx => by linarith [(hb x hx).1])
  have hu := key (-1) (M / 2) (fun x hx => by linarith [(hb x hx).2])
  rw [e, e]
  constructor <;> linarith

/-- Midpoint curvature bound: for `g` twice continuously differentiable with `|g''| ≤ M` on
`[0,1]`, the half-shifted `N`-point average is within `M / (24 N²)` of the zone integral. -/
theorem midpoint_curvature_bound {g : ℝ → ℝ} (hg : ContDiff ℝ 2 g) {M : ℝ}
    (hM : ∀ x ∈ Icc (0 : ℝ) 1, |deriv (deriv g) x| ≤ M) {N : ℕ} (hN : 1 ≤ N) :
    |meshAverage g N (1 / 2) - ∫ k in (0 : ℝ)..1, g k| ≤ M / (24 * (N : ℝ) ^ 2) := by
  have hg' : ContDiff ℝ (1 + 1) g := by
    rw [one_add_one_eq_two]; exact hg
  obtain ⟨d1, -, c2⟩ := contDiff_succ_iff_deriv.1 hg'
  have d2 : Differentiable ℝ (deriv g) := c2.differentiable (by norm_num)
  obtain ⟨hl, hu⟩ := samplingError_two_sided (fun x => (d1 x).hasDerivAt)
    (fun x => (d2 x).hasDerivAt) (fun x hx => abs_le.1 (hM x hx)) hN
  rw [neg_div] at hl
  rw [abs_sub_comm]
  exact abs_le.2 ⟨hl, hu⟩

/-- Sharpness: the parabola `g(k) = k²` is twice continuously differentiable with `g'' = 2`,
and its half-shifted average misses the integral by exactly `2 / (24 N²)` for every `N ≥ 1`. -/
theorem midpoint_curvature_bound_sharp {N : ℕ} (hN : 1 ≤ N) :
    ContDiff ℝ 2 (fun k : ℝ => k ^ 2) ∧ (∀ x, deriv (deriv (fun k : ℝ => k ^ 2)) x = 2) ∧
      |meshAverage (fun k => k ^ 2) N (1 / 2) - ∫ k in (0 : ℝ)..1, k ^ 2|
        = 2 / (24 * (N : ℝ) ^ 2) := by
  have q1 : ∀ x : ℝ, HasDerivAt (fun k : ℝ => k ^ 2) (2 * x) x := fun x => by
    simpa using hasDerivAt_pow 2 x
  have d : deriv (fun k : ℝ => k ^ 2) = fun x => 2 * x := funext fun x => (q1 x).deriv
  refine ⟨contDiff_id.pow 2, fun x => ?_, ?_⟩
  · rw [d]
    exact (((hasDerivAt_id' x).const_mul (2 : ℝ)).congr_deriv (mul_one _)).deriv
  · have h := samplingError_parabola hN
    unfold samplingError at h
    rw [abs_sub_comm, h, abs_of_nonneg (by positivity)]
    ring

end

end HalfShiftedMesh
```

```lean
#print axioms HalfShiftedMesh.samplingError_linear
#print axioms HalfShiftedMesh.midpoint_curvature_bound
#print axioms HalfShiftedMesh.midpoint_curvature_bound_sharp
```

```
'HalfShiftedMesh.samplingError_linear' depends on axioms: [propext, Classical.choice, Quot.sound]
'HalfShiftedMesh.midpoint_curvature_bound' depends on axioms: [propext, Classical.choice, Quot.sound]
'HalfShiftedMesh.midpoint_curvature_bound_sharp' depends on axioms: [propext, Classical.choice, Quot.sound]
```

## Tangent, cell and zone in Lean

`tangent_le` first obtains `mono`, the monotonicity of `g1` on `Icc a b`, from `monotoneOn_of_deriv_nonneg`. The split `lt_trichotomy c x` gives the cases $c < x$, $c = x$ and $x < c$. In the two strict cases `exists_hasDerivAt_eq_slope` is the mean value theorem, `hm` compares $g'(y)$ with $g'(c)$, and clearing the positive denominator of the slope leaves a linear inequality.

`cell_midpoint_le` integrates the tangent. For constants $A$, $B$, $c$, the step `hline` evaluates $\int_a^b (A + B(x-c))\,dx$ from the antiderivative $Ax + \tfrac B2 (x-c)^2$. In the `calc` block, `ring` finds that the quadratic terms cancel at $c = (a+b)/2$, and `intervalIntegral.integral_mono_on` turns the pointwise tangent inequality into one between integrals.

`samplingError_nonneg` calls the cell index `k`; it is the $r$ used above. The step `hsum` is the tiling of $[0,1]$, from `intervalIntegral.sum_integral_adjacent_intervals`, and `Finset.sum_le_sum` reduces the claim to one cell. There `hlo` and `hhi` place the cell inside the zone, so that the curvature hypothesis applies, and `e1` identifies the cell centre with the mesh point.

## Linearity, power sums and the final bounds in Lean

`samplingError_combination` is the linearity of the error for any shift and any $N$; continuity supplies the integrability that splitting the integral requires. In `samplingError_linear` and `samplingError_parabola`, `hs` is the closed form of the sum, proved by induction on the number of terms `n` with the denominator `N` held fixed and then used at $n = N$. The result for the line shows the effect of the shift on that non-periodic test function and is not called by the later theorems.

`samplingError_two_sided` treats both comparisons through one statement, `key`: whenever $\alpha g'' + 2\beta \ge 0$ on $[0,1]$, one has $\alpha E[g] + \beta/(12N^2) \ge 0$. It applies `samplingError_nonneg` to $\alpha g + \beta k^2$, expands by linearity and inserts the parabola's error. The instance `key 1 (-(m / 2))` is $g - mk^2/2$, and `key (-1) (M / 2)` is $Mk^2/2 - g$.

`midpoint_curvature_bound` uses `contDiff_succ_iff_deriv` to obtain differentiability of $g$ and of `deriv g`, which then serve as the hypotheses `h1` and `h2`. The lemma `abs_le` converts $|g''| \le M$ into the two-sided form with $m = -M$ and converts the two resulting inequalities back into an absolute value, after `abs_sub_comm` has exchanged average and integral. `midpoint_curvature_bound_sharp` differentiates $k^2$ twice and rewrites the value $1/(12N^2)$ from `samplingError_parabola` as $2/(24N^2)$.
